# The single-mode Wick expansion of $a^m b^n$

A formal statement about one bosonic mode has to fix what kind of object the ladder operators are. On a Hilbert space the annihilator $a$ and the creator $a^\dagger$ are unbounded, and their products need a common domain. The reordering of a product uses none of that structure. It needs addition, an associative multiplication with unit, and one commutation relation. So $a$ and $b$ are taken to be elements of an arbitrary ring $A$ with $ab - ba = 1$, where $b$ plays the part of $a^\dagger$ and no adjoint, inner product or complex number is assumed. The operators on finite linear combinations of number states form such a ring. A product is normal-ordered when all $b$ stand to the left of all $a$, and the result is, for all natural numbers $m, n$,

$$a^m b^n = \sum_{k=0}^{\min(m,n)} k!\binom{m}{k}\binom{n}{k}\, b^{\,n-k} a^{\,m-k}.$$

## Counting contractions

```lean
import Mathlib

open Finset Polynomial

namespace SingleModeWick
```

These lines load the Mathlib library, shorten the names for finite sums and polynomials, and open a namespace for what follows.

```lean
/-- A pattern of `k` contractions between `m` annihilators and `n` creators: a set of `k`
annihilators, each assigned its own partner among the creators. -/
abbrev ContractionPattern (m n k : ℕ) : Type :=
  Σ S : {S : Finset (Fin m) // S.card = k}, (S.1 ↪ Fin n)
```

`Fin m` is the set of labels $0, \dots, m-1$, one for each annihilator, and `Fin n` labels the creators. The braces describe the subsets $S$ of `Fin m` with exactly $k$ elements. The hooked arrow in `S.1 ↪ Fin n` means an injective map from $S$ to the creators, and `Σ` forms pairs of a subset and such a map. A pattern therefore says which $k$ annihilators are contracted and gives each its own creator. In $a^m b^n$ every annihilator stands to the left of every creator, so every such pairing is admitted.

```lean
/-- The Wick coefficient `k! C(m,k) C(n,k)`. -/
def contractionCount (m n k : ℕ) : ℕ := k.factorial * m.choose k * n.choose k
```

This defines the natural number $c(m,n,k) = k!\binom{m}{k}\binom{n}{k}$. It vanishes when $k > m$ or $k > n$, and $c(m,n,0) = 1$.

```lean
/-- The Wick coefficient is the number of patterns of `k` contractions between `m`
annihilators and `n` creators. -/
theorem card_contractionPattern (m n k : ℕ) :
    Fintype.card (ContractionPattern m n k) = contractionCount m n k := by
  have h : ∀ S : {S : Finset (Fin m) // S.card = k},
      Fintype.card (S.1 ↪ Fin n) = k.factorial * n.choose k := by
    intro S
    rw [Fintype.card_embedding_eq, Fintype.card_fin, Fintype.card_coe, S.2,
      Nat.descFactorial_eq_factorial_mul_choose]
  rw [Fintype.card_sigma, Finset.sum_congr rfl (fun S _ => h S), Finset.sum_const,
    Finset.card_univ, Fintype.card_finset_len, Fintype.card_fin, smul_eq_mul, contractionCount]
  ring
```

`Fintype.card` is the number of elements, so the statement reads: there are exactly $c(m,n,k)$ patterns. By hand, fix $S$. Its first element has $n$ possible partners, the next $n-1$, and so on, which gives $n(n-1)\cdots(n-k+1) = k!\binom{n}{k}$ injective maps. This is the step `h`, where `Fintype.card_embedding_eq` supplies the falling product. The count is the same for every $S$ and there are $\binom{m}{k}$ subsets; `Fintype.card_sigma` sums over $S$ and `Fintype.card_finset_len` counts the subsets. The later proofs do not call this theorem. It gives the coefficient its meaning as a count, while the expansion is derived from the recurrence below.

```lean
/-- Recurrence of the Wick coefficients on adding one annihilator:
`c(m+1,n+1,k+1) = c(m,n+1,k+1) + (n+1) c(m,n,k)`. -/
theorem contractionCount_succ (m n k : ℕ) :
    contractionCount (m + 1) (n + 1) (k + 1)
      = contractionCount m (n + 1) (k + 1) + (n + 1) * contractionCount m n k := by
  have h := Nat.succ_descFactorial_succ n k
  rw [Nat.descFactorial_eq_factorial_mul_choose, Nat.descFactorial_eq_factorial_mul_choose] at h
  unfold contractionCount
  rw [Nat.choose_succ_succ' m k]
  calc (k + 1).factorial * (m.choose k + m.choose (k + 1)) * (n + 1).choose (k + 1)
      = (k + 1).factorial * m.choose (k + 1) * (n + 1).choose (k + 1)
        + m.choose k * ((k + 1).factorial * (n + 1).choose (k + 1)) := by ring
    _ = _ := by rw [h]; ring
```

In ordinary notation, $c(m+1,n+1,k+1) = c(m,n+1,k+1) + (n+1)\,c(m,n,k)$. In terms of patterns, the added annihilator either stays uncontracted, or it is contracted with one of the $n+1$ creators, which leaves $k$ contractions between $m$ annihilators and $n$ creators. The proof is algebraic. Pascal's rule $\binom{m+1}{k+1} = \binom{m}{k} + \binom{m}{k+1}$, which is `Nat.choose_succ_succ' m k`, splits the left side into

$$(k+1)!\binom{m}{k+1}\binom{n+1}{k+1} + \binom{m}{k}\,(k+1)!\binom{n+1}{k+1}.$$

The first term is $c(m,n+1,k+1)$. In the second, the identity `h`, $(k+1)!\binom{n+1}{k+1} = (n+1)\,k!\binom{n}{k}$, takes the first factor off a falling product and yields $(n+1)\,c(m,n,k)$.

## The expansion

```lean
variable {A : Type*} [Ring A] {a b : A}

/-- Moving one annihilator through `n + 1` creators: `a b^(n+1) = b^(n+1) a + (n+1) b^n`. -/
theorem annihilator_mul_pow (h : a * b - b * a = 1) (n : ℕ) :
    a * b ^ (n + 1) = b ^ (n + 1) * a + (n + 1) • b ^ n := by
  have hab : a * b = b * a + 1 := by rw [← h]; abel
  induction n with
  | zero => simp [hab]
  | succ n ih =>
    calc a * b ^ (n + 1 + 1) = (a * b ^ (n + 1)) * b := by rw [pow_succ b (n + 1), mul_assoc]
      _ = b ^ (n + 1) * (a * b) + (n + 1) • b ^ (n + 1) := by
          rw [ih, add_mul, smul_mul_assoc, ← pow_succ, mul_assoc]
      _ = b ^ (n + 1 + 1) * a + (n + 1 + 1) • b ^ (n + 1) := by
          rw [hab, mul_add, mul_one, ← mul_assoc, ← pow_succ, add_smul (n + 1) 1, one_smul]
          abel
```

The `variable` line fixes the ring $A$, not assumed commutative, and two elements $a, b$. The hypothesis `h` is the commutation relation, assumed in this and each of the next four theorems. The dot `•` with a natural number on its left is repeated addition, so the statement is $a b^{n+1} = b^{n+1} a + (n+1) b^n$. The argument is induction on $n$. The case $n = 0$ is $ab = ba + 1$, named `hab`. The step follows the three lines of `calc`:

$$a b^{n+2} = (a b^{n+1})\, b = b^{n+1}(ab) + (n+1) b^{n+1} = b^{n+2} a + (n+2)\, b^{n+1}.$$

The second equality is the induction hypothesis `ih`, and the third inserts `hab`.

```lean
/-- Wick expansion for a single mode: if `ab - ba = 1`, then `a^m b^n` is the sum over
`k ≤ min m n` of `k! C(m,k) C(n,k)` times the normal-ordered product `b^(n-k) a^(m-k)`. -/
theorem wick_expansion (h : a * b - b * a = 1) (m n : ℕ) :
    a ^ m * b ^ n = ∑ k ∈ range (min m n + 1),
      contractionCount m n k • (b ^ (n - k) * a ^ (m - k)) := by
  have c0 : ∀ m n, contractionCount m n 0 = 1 := by simp [contractionCount]
  -- the same sum extended to `k ≤ m`; the extra coefficients vanish
  have key : ∀ m n : ℕ, a ^ m * b ^ n = ∑ k ∈ range (m + 1),
      contractionCount m n k • (b ^ (n - k) * a ^ (m - k)) := by
    intro m
    induction m with
    | zero => intro n; simp [c0]
    | succ m ih =>
      intro n
      cases n with
      | zero =>
        rw [sum_range_succ']
        simp [contractionCount]
      | succ n =>
        -- the last annihilator passes through the creators or contracts with one of them
        have h1 : a ^ (m + 1) * b ^ (n + 1)
            = a ^ m * b ^ (n + 1) * a + (n + 1) • (a ^ m * b ^ n) := by
          rw [pow_succ a m, mul_assoc (a ^ m) a, annihilator_mul_pow h, mul_add, mul_smul_comm,
            mul_assoc (a ^ m)]
        have h2 : a ^ m * b ^ (n + 1) * a = ∑ k ∈ range (m + 1 + 1),
            contractionCount m (n + 1) k • (b ^ (n + 1 - k) * a ^ (m + 1 - k)) := by
          have z : contractionCount m (n + 1) (m + 1) = 0 := by simp [contractionCount]
          rw [ih, sum_mul, sum_range_succ _ (m + 1), z, zero_smul, add_zero]
          refine sum_congr rfl fun k hk => ?_
          have hk' : m + 1 - k = m - k + 1 := by
            have := mem_range.mp hk
            omega
          rw [hk', pow_succ a, smul_mul_assoc, mul_assoc]
        -- the two sums recombine by the recurrence of the coefficients
        rw [h1, h2, ih n, smul_sum, sum_range_succ' _ (m + 1), sum_range_succ' _ (m + 1)]
        simp only [contractionCount_succ, add_smul, mul_smul, sum_add_distrib,
          Nat.add_sub_add_right, c0]
        abel
  rw [key m n]
  symm
  apply sum_subset
  · intro k hk
    rw [mem_range] at hk ⊢
    omega
  · intro k hk hk'
    rw [mem_range] at hk hk'
    have hn : n < k := by omega
    simp [contractionCount, Nat.choose_eq_zero_of_lt hn]
```

`range (min m n + 1)` is the set $0, \dots, \min(m,n)$, so the statement is the formula at the top. It is Wick's theorem for one bosonic mode and for the word with all annihilators on the left. Words in another order, several modes, fermionic signs and time-ordered products do not occur in it.

The proof first establishes `key`, the same identity with $k$ running from $0$ to $m$, since a range that does not depend on $n$ suits an induction on $m$ that holds for all $n$ at once. For $k > n$ Lean's subtraction of natural numbers sets `n - k` to $0$, which does no harm because the coefficient is zero there.

For $m = 0$ both sides are $b^n$. For $m+1$ annihilators and no creator, both sides are $a^{m+1}$, because $\binom{0}{k} = 0$ for $k \ge 1$. For $m+1$ annihilators and $n+1$ creators, move the rightmost annihilator through the creators:

$$a^{m+1} b^{n+1} = a^m\big(b^{n+1} a + (n+1) b^n\big) = (a^m b^{n+1})\,a + (n+1)\, a^m b^n .$$

This is `h1`. The induction hypothesis is used twice, with $n+1$ and with $n$ creators. The first use gives `h2`,

$$(a^m b^{n+1})\,a = \sum_{k=0}^{m+1} c(m,n+1,k)\, b^{\,n+1-k} a^{\,m+1-k},$$

where the term $k = m+1$ has been added at no cost since $c(m,n+1,m+1) = 0$, the step `z`. The second use gives

$$(n+1)\,a^m b^n = \sum_{k=0}^{m} (n+1)\,c(m,n,k)\, b^{\,n-k} a^{\,m-k}.$$

In the first sum, split off the term $k=0$, which is $b^{n+1}a^{m+1}$, and shift the remaining index by one. The rest becomes $\sum_{k=0}^{m} c(m,n+1,k+1)\, b^{n-k} a^{m-k}$, with the same monomials as the second sum. By the recurrence the total is

$$b^{n+1}a^{m+1} + \sum_{k=0}^{m} c(m+1,n+1,k+1)\, b^{\,n-k} a^{\,m-k},$$

which is the claimed sum for $m+1$ and $n+1$ with its own first term split off. The two uses of `sum_range_succ'` perform the two splittings, `contractionCount_succ` is the recurrence, and `abel` rearranges the additive terms. Finally `sum_subset` cuts the range from $k \le m$ to $k \le \min(m,n)$, since each dropped term has $k > n$ and $\binom{n}{k} = 0$.

For $m = n = 2$ the coefficients are $c(2,2,0) = 1$, $c(2,2,1) = 4$ and $c(2,2,2) = 2$. Directly, $ab^2 = b^2 a + 2b$, so

$$a^2 b^2 = (ab^2)\,a + 2ab = b^2a^2 + 2ba + 2(ba + 1) = b^2 a^2 + 4\,ba + 2 .$$

The recurrence shows in $4 = c(1,2,1) + 2\,c(1,1,0) = 2 + 2$. At the smallest sizes, $m = 0$ or $n = 0$ leaves the single term $k = 0$, as the product is already normal-ordered, and $m = n = 1$ returns $ab = ba + 1$.

The identity reorders powers of the ladder operators of a single harmonic oscillator, such as one vibrational or field mode. In a basis truncated to $N \ge 1$ states the matrices cannot obey `h`, because a commutator of complex matrices has trace $0$ and the identity has trace $N$; that trace argument is a side remark and is not in the Lean file.

## Consequences

```lean
/-- The commutator of `a^m` with `b^n` is the sum of the Wick terms with at least one
contraction. -/
theorem commutator_pow (h : a * b - b * a = 1) (m n : ℕ) :
    a ^ m * b ^ n - b ^ n * a ^ m = ∑ k ∈ Ico 1 (min m n + 1),
      contractionCount m n k • (b ^ (n - k) * a ^ (m - k)) := by
  have c0 : contractionCount m n 0 = 1 := by simp [contractionCount]
  rw [wick_expansion h, range_eq_Ico, sum_eq_sum_Ico_succ_bot (Nat.succ_pos _), c0]
  simp
```

`Ico 1 (min m n + 1)` is the set $1, \dots, \min(m,n)$, so

$$[a^m, b^n] = \sum_{k=1}^{\min(m,n)} c(m,n,k)\, b^{\,n-k} a^{\,m-k}.$$

The term $k = 0$ of the expansion is $b^n a^m$. The lemma `sum_eq_sum_Ico_succ_bot` separates it, and the subtraction cancels it. For $m = 0$ or $n = 0$ the sum is empty and the commutator is zero.

```lean
/-- Antinormal expansion: `b^n a^m` is the sum over `k ≤ min m n` of
`(-1)^k k! C(m,k) C(n,k)` times `a^(m-k) b^(n-k)`. -/
theorem antinormal_expansion (h : a * b - b * a = 1) (m n : ℕ) :
    b ^ n * a ^ m = ∑ k ∈ range (min m n + 1),
      ((-1 : ℤ) ^ k * (contractionCount m n k : ℤ)) • (a ^ (m - k) * b ^ (n - k)) := by
  -- the pair `(b, -a)` obeys the same commutation relation
  have h' : b * (-a) - (-a) * b = 1 := by rw [← h]; noncomm_ring
  have hs : ∀ j : ℕ, (-a) ^ j = (-1 : ℤ) ^ j • a ^ j := by
    intro j
    rw [← _root_.smul_pow]
    simp
  have h1 : b ^ n * a ^ m = (-1 : ℤ) ^ m • (b ^ n * (-a) ^ m) := by
    rw [hs, mul_smul_comm, smul_smul, ← mul_pow]
    simp
  rw [h1, wick_expansion h' n m, smul_sum, min_comm n m]
  refine sum_congr rfl fun k hk => ?_
  have hkm : k + (m - k) = m := by
    have := mem_range.mp hk
    omega
  have hsign : (-1 : ℤ) ^ (k + (m - k)) * (-1) ^ (m - k) = (-1) ^ k := by
    rw [pow_add, mul_assoc, ← mul_pow]
    simp
  rw [hkm] at hsign
  have hc : contractionCount n m k = contractionCount m n k := by
    unfold contractionCount
    ring
  rw [hs, hc, smul_mul_assoc, ← natCast_zsmul, smul_smul, smul_smul]
  congr 1
  linear_combination (contractionCount m n k : ℤ) * hsign
```

This is the reverse reordering, with integer coefficients:

$$b^n a^m = \sum_{k=0}^{\min(m,n)} (-1)^k\, c(m,n,k)\, a^{\,m-k} b^{\,n-k}.$$

By hand, $b(-a) - (-a)b = ab - ba = 1$, which is `h'`, so $b$ can act as annihilator and $-a$ as creator. The expansion for this pair, with $n$ annihilators and $m$ creators, reads $b^n(-a)^m = \sum_k c(n,m,k)\,(-a)^{m-k} b^{n-k}$. Use $(-a)^j = (-1)^j a^j$ for natural $j$, the step `hs`, and multiply by $(-1)^m$ as in `h1`. The sign of each term is $(-1)^m(-1)^{m-k} = (-1)^k$, which is `hsign`, and `hc` is the symmetry $c(n,m,k) = c(m,n,k)$. For $m = n = 2$ this gives $b^2a^2 = a^2b^2 - 4ab + 2$, in agreement with the example above once $ba = ab - 1$ is inserted.

```lean
/-- Vacuum expectation value: if `a` annihilates the ket `v` and the bra `φ` vanishes on every
`b x`, then `φ(a^m b^n v)` is `m! φ(v)` for `m = n` and zero otherwise. -/
theorem vacuum_expectation {V W : Type*} [AddCommGroup V] [Module A V] [AddCommGroup W]
    (h : a * b - b * a = 1) (v : V) (φ : V →+ W) (hv : a • v = 0) (hφ : ∀ x, φ (b • x) = 0)
    (m n : ℕ) :
    φ ((a ^ m * b ^ n) • v) = if m = n then m.factorial • φ v else 0 := by
  -- a normal-ordered product with an operator left over has zero expectation
  have term : ∀ p q : ℕ, p ≠ 0 ∨ q ≠ 0 → φ ((b ^ p * a ^ q) • v) = 0 := by
    intro p q hpq
    rcases hpq with hp | hq
    · obtain ⟨p, rfl⟩ := Nat.exists_eq_succ_of_ne_zero hp
      rw [pow_succ' b p, mul_assoc, mul_smul, hφ]
    · obtain ⟨q, rfl⟩ := Nat.exists_eq_succ_of_ne_zero hq
      rw [pow_succ a q, ← mul_assoc, mul_smul, hv, smul_zero, map_zero]
  rw [wick_expansion h, Finset.sum_smul, map_sum]
  split_ifs with hmn
  · subst hmn
    -- only the fully contracted term survives
    rw [sum_eq_single m]
    · rw [smul_assoc, map_nsmul]
      simp [contractionCount]
    · intro k hk hkm
      have := mem_range.mp hk
      rw [smul_assoc, map_nsmul, term _ _ (by omega), smul_zero]
    · intro hm
      simp at hm
  · refine sum_eq_zero fun k hk => ?_
    have := mem_range.mp hk
    rw [smul_assoc, map_nsmul, term _ _ (by omega), smul_zero]
```

States now enter. `Module A V` says that the ring acts on a space $V$ of kets, and `a • v` is the action of $a$ on the ket $v$. The hypothesis `hv` makes $v$ a vacuum, $a|0\rangle = 0$. The bra is an additive map $\varphi$ from $V$ to an abelian group $W$, written `V →+ W`, and `hφ` demands $\varphi(bx) = 0$ for every ket $x$, which is $\langle 0|a^\dagger = 0$. In a Hilbert space this follows from `hv` by taking adjoints; here there is no adjoint, so it is assumed separately. The conclusion is

$$\varphi(a^m b^n v) = \delta_{mn}\, m!\, \varphi(v).$$

The step `term` treats one normal-ordered monomial $b^p a^q$ with natural exponents $p, q$. If $p \ne 0$, write $b^p a^q v = b\,(b^{p-1}a^q v)$, and $\varphi$ gives zero. If $q \ne 0$, write it as $b^p a^{q-1}(a v) = 0$. Apply $\varphi$ to the expansion acting on $v$. The term $k$ can be nonzero only if $n - k = 0$ and $m - k = 0$. For $m = n$ this selects $k = m$, through `sum_eq_single m`, with coefficient $m!\binom{m}{m}^2 = m!$. For $m \ne n$ no $k$ qualifies, and `sum_eq_zero` closes the case. For $m = n = 0$ both sides are $\varphi(v)$.

The vectors $b^n v$ are unnormalised. In the Hilbert-space reading with $b = a^\dagger$ and $\langle 0|0\rangle = 1$, the left side is the inner product of $b^m|0\rangle$ with $b^n|0\rangle$, so $b^n|0\rangle$ has squared norm $n!$ and the states $|n\rangle = b^n|0\rangle/\sqrt{n!}$ obey $\langle m|n\rangle = \delta_{mn}$.

## A concrete realisation

```lean
/-- The annihilator `d/dX` on rational polynomials. -/
noncomputable def polyDown : Module.End ℚ ℚ[X] := derivative
```

`ℚ[X]` is the space of polynomials in $X$ with rational coefficients, and `Module.End ℚ ℚ[X]` is the ring of linear maps from it to itself, with composition as product. The annihilator is $d/dX$.

```lean
/-- The creator, multiplication by `X`, on rational polynomials. -/
noncomputable def polyUp : Module.End ℚ ℚ[X] := LinearMap.mulLeft ℚ X
```

The creator is multiplication by $X$, so the polynomial $X^n$ stands for the unnormalised vector $b^n v$ with vacuum $v = 1$.

```lean
/-- On rational polynomials `d/dX` and `X` have commutator one, `d/dX` annihilates the constant
`1`, and the constant coefficient vanishes on every `X p` and equals one on `1`. -/
theorem polynomial_witness :
    polyDown * polyUp - polyUp * polyDown = 1 ∧ polyDown • (1 : ℚ[X]) = 0 ∧
      (∀ p : ℚ[X], (polyUp • p).coeff 0 = 0) ∧ (1 : ℚ[X]).coeff 0 = 1 := by
  refine ⟨?_, ?_, ?_, by simp⟩
  · refine LinearMap.ext fun p => ?_
    show derivative (X * p) - X * derivative p = p
    rw [derivative_mul, derivative_X]
    ring
  · show derivative (1 : ℚ[X]) = 0
    simp
  · intro p
    show (X * p).coeff 0 = 0
    simp

end SingleModeWick
```

Four facts are joined by `∧`. The first is the commutation relation, which after `LinearMap.ext` is the product rule $(Xp)' - Xp' = p$ for each polynomial $p$. The second is $\frac{d}{dX}1 = 0$, matching `hv`. The third says that the constant coefficient `coeff 0` of $Xp$ is zero, matching `hφ` when $\varphi$ is the constant coefficient. The fourth gives $\varphi(v) = 1$, so the relation, the vacuum and the bra are realised in a case where the expectation value is not identically zero. In this realisation the earlier example acts on $1$ as $\frac{d^2}{dX^2}X^2 = 2$, the fully contracted term of $b^2a^2 + 4ba + 2$.

```lean
#print axioms SingleModeWick.wick_expansion
#print axioms SingleModeWick.commutator_pow
#print axioms SingleModeWick.antinormal_expansion
#print axioms SingleModeWick.vacuum_expectation
```

```
'SingleModeWick.wick_expansion' depends on axioms: [propext, Classical.choice, Quot.sound]
'SingleModeWick.commutator_pow' depends on axioms: [propext, Classical.choice, Quot.sound]
'SingleModeWick.antinormal_expansion' depends on axioms: [propext, Classical.choice, Quot.sound]
'SingleModeWick.vacuum_expectation' depends on axioms: [propext, Classical.choice, Quot.sound]
```
